# The inverse squares of the odd positive integers sum to π²/8

The declaration states that the series 1 + 1/3² + 1/5² + …, with terms 1/(2k+1)² for k = 0, 1, 2, …, converges to π²/8. It is a statement about real numbers alone: no Hamiltonian, state or other physical model enters it, and so no physical assumptions are needed. The attempt starts from Mathlib's `hasSum_zeta_two`, which gives π²/6 for the sum of all the inverse squares. It takes a quarter of this, π²/24, as the share of the even numbers, and finds the odd share by subtraction, since a series has only one sum.

In Lean, a first try:

```lean
import Mathlib

open MeasureTheory Set
open scoped Real ENNReal NNReal ComplexConjugate

namespace HasSumOddInvSq

noncomputable section

/-- The inverse squares of the odd numbers sum to `π²/8`. -/
theorem hasSum_odd_inv_sq :
    HasSum (fun k : ℕ => 1 / (2 * (k : ℝ) + 1) ^ 2) (π ^ 2 / 8) := by
  have hz := hasSum_zeta_two
  have he : HasSum (fun k : ℕ => 1 / ((2 * k : ℕ) : ℝ) ^ 2) (π ^ 2 / 24) := by
    convert hz.mul_left (1 / 4) using 1
    · ext k
      push_cast
      ring
    · ring
  have ho : Summable (fun k : ℕ => 1 / ((2 * k + 1 : ℕ) : ℝ) ^ 2) :=
    hz.summable.comp_injective (i := fun k : ℕ => 2 * k + 1) (fun a b h => by
      have h' : 2 * a + 1 = 2 * b + 1 := h
      omega)
  have ht := (HasSum.even_add_odd (f := fun n : ℕ => 1 / (n : ℝ) ^ 2) he ho.hasSum).unique hz
  have hv : ∑' k : ℕ, 1 / ((2 * k + 1 : ℕ) : ℝ) ^ 2 = π ^ 2 / 8 := by linarith
  have h := ho.hasSum
  rw [hv] at h
  simpa using h

end

end HasSumOddInvSq
```

Lean reports:

```
Try this:
  [apply] ring_nf
  
  The `ring` tactic failed to close the goal. Use `ring_nf` to obtain a normal form.
    
  Note that `ring` works primarily in *commutative* rings. If you have a noncommutative ring, abelian group or module, consider using `noncomm_ring`, `abel` or `module` instead.
Main.lean:19:4: error: unsolved goals
case e'_5
hz : HasSum (fun n => 1 / ↑n ^ 2) (π ^ 2 / 6)
⊢ (fun k => (↑(k * 2))⁻¹ ^ 2) = fun i => (↑i)⁻¹ ^ 2 * (1 / 4)
Main.lean:14:76: error: unsolved goals
case e'_6
hz : HasSum (fun n => 1 / ↑n ^ 2) (π ^ 2 / 6)
⊢ π ^ 2 / 24 = 1 / 4 * (π ^ 2 / 6)
```

The change, after which it compiles:

```diff
@@ -13,9 +13,11 @@
   have hz := hasSum_zeta_two
   have he : HasSum (fun k : ℕ => 1 / ((2 * k : ℕ) : ℝ) ^ 2) (π ^ 2 / 24) := by
-    convert hz.mul_left (1 / 4) using 1
-    · ext k
+    have e : (fun k : ℕ => 1 / ((2 * k : ℕ) : ℝ) ^ 2) =
+        fun k : ℕ => 1 / 4 * (1 / (k : ℝ) ^ 2) := by
+      funext k
       push_cast
       ring
-    · ring
+    rw [e, show π ^ 2 / 24 = 1 / 4 * (π ^ 2 / 6) by ring]
+    exact hz.mul_left (1 / 4)
   have ho : Summable (fun k : ℕ => 1 / ((2 * k + 1 : ℕ) : ℝ) ^ 2) :=
     hz.summable.comp_injective (i := fun k : ℕ => 2 * k + 1) (fun a b h => by
```

The bullets after `convert` expect two goals, the equality of the terms and that of the values, but the messages show that there were three. The first bullet closed an earlier goal that is not printed, presumably an equality between instances, since these come before the terms among the arguments of `HasSum`.

The term equality, `e'_5`, thus fell to the bare `ring` of the second bullet. Without `ext k` and `push_cast`, `ring` was left with an equality of functions in which the cast `↑(k * 2)` was still whole, hence the first error and the suggestion of `ring_nf`. The value equality, `e'_6`, is true but had no bullet left, hence the second error.

The repair no longer depends on which goals `convert` produces. It proves the term equality as `e`, with `funext`, `push_cast` and `ring`, and the value equality inside the `rw`. After both rewrites the goal agrees with `hz.mul_left (1 / 4)`, and `exact` accepts it, settling any difference between instances by definitional unfolding.
